# Equal currents leaking from a midpoint to two outer sites have an origin-independent magnetic moment

Three sites lie on a line at −1, 0 and 1, and a unit current flows along a straight bond from the middle site to each outer one. The currents are prescribed real numbers, not derived from a quantum state. The theorem states that their matrix is antisymmetric, that the net outflow (leakage) of the middle site is 2, and that the magnetic moment of the bond currents is nevertheless the same about every origin. The proof checks antisymmetry entry by entry and gets origin independence from an earlier equivalence, by showing that the sum of the site positions weighted by their leakages vanishes. The leakage of the middle site is left to a direct evaluation of the sum of its three currents.

In Lean, a first try:

```lean
import Mathlib

open Matrix

namespace LeakingStarOriginIndependent

noncomputable section

variable {ι : Type*} [Fintype ι]

/-- The leakage of site `p`: the sum of the bond currents `J p q` flowing from `p` to all
sites `q`. -/
def leakage (J : Matrix ι ι ℝ) (p : ι) : ℝ := ∑ q, J p q

/-- The leakage dipole: the site positions summed with the leakages as weights. -/
def leakageDipole (J : Matrix ι ι ℝ) (R : ι → Fin 3 → ℝ) : Fin 3 → ℝ :=
  ∑ p, leakage J p • R p

/-- The magnetic moment about the origin `O` of the currents `J` along straight bonds between
the sites `R`. The factor 1/4 is the usual 1/2, halved because each bond is counted twice. -/
def moment (J : Matrix ι ι ℝ) (R : ι → Fin 3 → ℝ) (O : Fin 3 → ℝ) : Fin 3 → ℝ :=
  (1 / 4 : ℝ) • ∑ p, ∑ q, J p q • ((R p - O) ⨯₃ (R q - O))

/-- For antisymmetric bond currents, the site positions weighted by the incoming currents sum
to minus the leakage dipole. -/
theorem incoming_dipole {J : Matrix ι ι ℝ} (hJ : Jᵀ = -J) (R : ι → Fin 3 → ℝ) :
    ∑ p, ∑ q, J p q • R q = -leakageDipole J R := by
  have anti : ∀ p q, J q p = -J p q := fun p q => by
    simpa using congrFun (congrFun hJ p) q
  rw [Finset.sum_comm]
  simp only [leakageDipole, leakage, Finset.sum_smul, ← Finset.sum_neg_distrib]
  refine Finset.sum_congr rfl fun q _ => Finset.sum_congr rfl fun p _ => ?_
  rw [anti q p, neg_smul]

/-- For antisymmetric bond currents, moving the origin from `O` to `O'` changes the magnetic
moment by half the cross product of the displacement with the leakage dipole. -/
theorem moment_shift {J : Matrix ι ι ℝ} (hJ : Jᵀ = -J) (R : ι → Fin 3 → ℝ)
    (O O' : Fin 3 → ℝ) :
    moment J R O' - moment J R O = (1 / 2 : ℝ) • ((O' - O) ⨯₃ leakageDipole J R) := by
  -- the change of a single bond term is linear in the site positions
  have expand : ∀ p q, J p q • ((R p - O') ⨯₃ (R q - O')) =
      J p q • ((R p - O) ⨯₃ (R q - O)) + (O' - O) ⨯₃ (J p q • R p)
        - (O' - O) ⨯₃ (J p q • R q) := by
    intro p q
    ext i
    fin_cases i <;> simp [cross_apply] <;> ring
  have h1 : ∑ p, ∑ q, (O' - O) ⨯₃ (J p q • R p) = (O' - O) ⨯₃ leakageDipole J R := by
    simp only [leakageDipole, leakage, Finset.sum_smul, map_sum]
  -- by antisymmetry this sum is minus the one in `h1`
  have h2 : ∑ p, ∑ q, (O' - O) ⨯₃ (J p q • R q) = -((O' - O) ⨯₃ leakageDipole J R) := by
    rw [← map_neg, ← incoming_dipole hJ R]
    simp only [map_sum]
  have hsum : ∑ p, ∑ q, J p q • ((R p - O') ⨯₃ (R q - O')) =
      ∑ p, ∑ q, J p q • ((R p - O) ⨯₃ (R q - O)) + (O' - O) ⨯₃ leakageDipole J R
        + (O' - O) ⨯₃ leakageDipole J R := by
    rw [Finset.sum_congr rfl fun p _ => Finset.sum_congr rfl fun q _ => expand p q]
    simp only [Finset.sum_add_distrib, Finset.sum_sub_distrib]
    rw [h1, h2, sub_neg_eq_add]
  unfold moment
  rw [hsum]
  module

/-- A vector whose cross product with every vector vanishes is zero. -/
theorem eq_zero_of_cross {v : Fin 3 → ℝ} (h : ∀ d : Fin 3 → ℝ, d ⨯₃ v = 0) : v = 0 := by
  have a1 := congrFun (h ![1, 0, 0]) 1
  have a2 := congrFun (h ![1, 0, 0]) 2
  have a3 := congrFun (h ![0, 1, 0]) 2
  simp [cross_apply] at a1 a2 a3
  ext i
  fin_cases i <;> simp [a1, a2, a3]

/-- For antisymmetric bond currents, the magnetic moment is the same about all origins if and
only if the leakage dipole vanishes. -/
theorem moment_origin_independent_iff {J : Matrix ι ι ℝ} (hJ : Jᵀ = -J)
    (R : ι → Fin 3 → ℝ) :
    (∀ O O', moment J R O = moment J R O') ↔ leakageDipole J R = 0 := by
  constructor
  · intro h
    apply eq_zero_of_cross
    intro d
    have hs := moment_shift hJ R 0 d
    rw [h d 0, sub_self, sub_zero] at hs
    exact (smul_eq_zero.1 hs.symm).resolve_left (by norm_num)
  · intro hD O O'
    have hs := moment_shift hJ R O' O
    rw [hD, map_zero, smul_zero] at hs
    exact sub_eq_zero.1 hs

/-- Three sites on a line, at -1, 0 and 1 on the first axis. -/
def starSites : Fin 3 → Fin 3 → ℝ := ![![-1, 0, 0], ![0, 0, 0], ![1, 0, 0]]

/-- Unit currents flowing from the middle site to each of the two outer sites. -/
def starCurrent : Matrix (Fin 3) (Fin 3) ℝ := !![0, -1, 0; 1, 0, 1; 0, -1, 0]

/-- The star current is antisymmetric and its middle site leaks, yet its moment on the star
sites is the same about all origins. -/
theorem leaking_star_origin_independent :
    starCurrentᵀ = -starCurrent ∧ leakage starCurrent 1 = 2 ∧
      ∀ O O', moment starCurrent starSites O = moment starCurrent starSites O' := by
  have hJ : starCurrentᵀ = -starCurrent := by
    ext i j
    fin_cases i <;> fin_cases j <;> simp [starCurrent]
  refine ⟨hJ, ?_, (moment_origin_independent_iff hJ _).2 ?_⟩
  · norm_num [leakage, starCurrent, Fin.sum_univ_three]
  · ext i
    fin_cases i <;> simp [leakageDipole, leakage, starCurrent, starSites, Fin.sum_univ_three]

end

end LeakingStarOriginIndependent
```

Compiling this gives:

```
Main.lean:104:2: error: unsolved goals
case refine_1
hJ : starCurrentᵀ = -starCurrent
⊢ 1 + ![1, 0, 1] 2 = 2
```

Cause. The error is in the second claim, that the middle site's leakage is 2. `norm_num` unfolds the sum and evaluates the first two entries of the row, but stops at `1 + ![1, 0, 1] 2 = 2`. The goal is true, since the entry at index 2 (counting from 0) is 1, but that entry has not been read off.

Entries 0 and 1 of a vector literal have simp lemmas of their own, which `norm_num` uses. Index 2 is read off by a simplification procedure (a simproc), which `simp` runs by default and `norm_num` does not.

The repair therefore gives the evaluation to `simp`, with the same three names, in an auxiliary fact `h` that the leakage equals `1 + 0 + 1`. After `rw [h]` the goal is `1 + 0 + 1 = 2`, which contains no vector entry, and `norm_num` closes it as plain arithmetic.

The repair, with which the file compiles:

```diff
@@ -102,5 +102,8 @@
     fin_cases i <;> fin_cases j <;> simp [starCurrent]
   refine ⟨hJ, ?_, (moment_origin_independent_iff hJ _).2 ?_⟩
-  · norm_num [leakage, starCurrent, Fin.sum_univ_three]
+  · have h : leakage starCurrent 1 = 1 + 0 + 1 := by
+      simp [leakage, starCurrent, Fin.sum_univ_three]
+    rw [h]
+    norm_num
   · ext i
     fin_cases i <;> simp [leakageDipole, leakage, starCurrent, starSites, Fin.sum_univ_three]
```
